# Opposite action of the spin components at the two ends of a bond in a product of singlets

Spins one-half sit on two finite sets of sites, A and B, and a permutation `σ` binds each A-site to one B-site in a normalised singlet, (up down − down up)/√2. The theorem `spin_partner` says that on the product of these singlets, any of the three spin components (half a Pauli matrix) at one end of a bond gives minus the vector that the same component gives at the other end. The attempt first proves this for the B-end of each bond in terms of its A-end: it splits off the other bonds as a common factor `R` and checks every component and every pair of spin values on the bond. The statement for an A-site `k` is then this result itself, and for a B-site it follows through the inverse permutation.

In Lean, a first try:

```lean
import Mathlib

open Finset Function

namespace SpinPartner

noncomputable section

variable {Λ ι : Type*} [DecidableEq Λ] [Fintype ι] [DecidableEq ι]

/-- Wavefunctions of spins one-half on the sites `Λ`; 0 is spin up, 1 is spin down. -/
abbrev State (Λ : Type*) := (Λ → Fin 2) → ℂ

/-- The three Pauli matrices x, y, z. -/
def pauli : Fin 3 → Matrix (Fin 2) (Fin 2) ℂ :=
  ![!![0, 1; 1, 0], !![0, -Complex.I; Complex.I, 0], !![1, 0; 0, -1]]

/-- The spin component `α` at site `k`: half a Pauli matrix acting on that site. -/
def spin (α : Fin 3) (k : Λ) : State Λ →ₗ[ℂ] State Λ where
  toFun ψ := fun s => ∑ b, pauli α (s k) b / 2 * ψ (update s k b)
  map_add' φ ψ := by
    funext s
    simp only [Fin.sum_univ_two, Pi.add_apply]
    ring
  map_smul' c ψ := by
    funext s
    simp only [Fin.sum_univ_two, Pi.smul_apply, smul_eq_mul, RingHom.id_apply]
    ring

/-- Amplitudes of the normalised two-spin singlet, (up down - down up)/√2. -/
def singlet : Matrix (Fin 2) (Fin 2) ℝ := !![0, (√2)⁻¹; -(√2)⁻¹, 0]

/-- The product of singlets binding each A-site `a` to the B-site `σ a`,
with all bonds oriented from A (`inl`) to B (`inr`). -/
def bonds (σ : Equiv.Perm ι) : State (ι ⊕ ι) :=
  fun s => ((∏ a, singlet (s (.inl a)) (s (.inr (σ a))) : ℝ) : ℂ)

/-- The site at the other end of the bond. -/
def partner (σ : Equiv.Perm ι) : ι ⊕ ι → ι ⊕ ι
  | .inl a => .inr (σ a)
  | .inr b => .inl (σ.symm b)

/-- On a singlet bond the spins at the two ends act oppositely. -/
theorem spin_partner (σ : Equiv.Perm ι) (α : Fin 3) (k : ι ⊕ ι) :
    spin α (partner σ k) (bonds σ) = -spin α k (bonds σ) := by
  have key : ∀ a, spin α (.inr (σ a)) (bonds σ) = -spin α (.inl a) (bonds σ) := by
    intro a
    funext s
    -- the bonds other than the one at `a` give a common factor
    obtain ⟨R, h1, h2⟩ : ∃ R : ℂ,
        (∀ b, bonds σ (update s (.inl a) b) = (singlet b (s (.inr (σ a))) : ℂ) * R) ∧
        (∀ b, bonds σ (update s (.inr (σ a)) b) = (singlet (s (.inl a)) b : ℂ) * R) := by
      refine ⟨((∏ c ∈ univ.erase a, singlet (s (.inl c)) (s (.inr (σ c))) : ℝ) : ℂ),
        fun b => ?_, fun b => ?_⟩ <;>
      · simp only [bonds]
        rw [← mul_prod_erase univ _ (mem_univ a), Complex.ofReal_mul]
        exact congrArg₂ (· * ·) (by simp) (congrArg Complex.ofReal
          (prod_congr rfl fun c hc => by simp [ne_of_mem_erase hc]))
    simp only [Pi.neg_apply, spin, LinearMap.coe_mk, AddHom.coe_mk, Fin.sum_univ_two, h1, h2]
    generalize s (.inl a) = x
    generalize s (.inr (σ a)) = y
    fin_cases α <;> fin_cases x <;> fin_cases y <;> dsimp [pauli, singlet] <;>
      push_cast <;> ring
  cases k with
  | inl a => exact key a
  | inr b =>
    have h := key (σ.symm b)
    rw [σ.apply_symm_apply] at h
    change spin α (.inl (σ.symm b)) _ = _
    rw [h, neg_neg]

end

end SpinPartner
```

Compiling this gives:

```
Try this:
  [apply] ring_nf
  
  The `ring` tactic failed to close the goal. Use `ring_nf` to obtain a normal form.
    
  Note that `ring` works primarily in *commutative* rings. If you have a noncommutative ring, abelian group or module, consider using `noncomm_ring`, `abel` or `module` instead.
Try this:
  [apply] ring_nf
  
  The `ring` tactic failed to close the goal. Use `ring_nf` to obtain a normal form.
    
  Note that `ring` works primarily in *commutative* rings. If you have a noncommutative ring, abelian group or module, consider using `noncomm_ring`, `abel` or `module` instead.
Main.lean:46:80: error: unsolved goals
case «2».«0».«1»
ι : Type u_2
inst✝¹ : Fintype ι
inst✝ : DecidableEq ι
σ : Equiv.Perm ι
k : ι ⊕ ι
a : ι
s : ι ⊕ ι → Fin 2
R : ℂ
h1 : ∀ (b : Fin 2), bonds σ (update s (Sum.inl a) b) = ↑(singlet b (s (Sum.inr (σ a)))) * R
h2 : ∀ (b : Fin 2), bonds σ (update s (Sum.inr (σ a)) b) = ↑(singlet (s (Sum.inl a)) b) * R
⊢ R * !![1, 0; 0, -1] 1 1 * (↑√2)⁻¹ * (1 / 2) = R * (↑√2)⁻¹ * !![1, 0; 0, -1] 0 0 * (-1 / 2)

case «2».«1».«0»
ι : Type u_2
inst✝¹ : Fintype ι
inst✝ : DecidableEq ι
σ : Equiv.Perm ι
k : ι ⊕ ι
a : ι
s : ι ⊕ ι → Fin 2
R : ℂ
h1 : ∀ (b : Fin 2), bonds σ (update s (Sum.inl a) b) = ↑(singlet b (s (Sum.inr (σ a)))) * R
h2 : ∀ (b : Fin 2), bonds σ (update s (Sum.inr (σ a)) b) = ↑(singlet (s (Sum.inl a)) b) * R
⊢ !![1, 0; 0, -1] 0 0 * (↑√2)⁻¹ * R * (-1 / 2) = (↑√2)⁻¹ * R * !![1, 0; 0, -1] 1 1 * (1 / 2)
Main.lean:69:4: error: (deterministic) timeout at `whnf`, maximum number of heartbeats (200000) has been reached

Note: Use `set_option maxHeartbeats <num>` to set the limit.

Hint: Additional diagnostic information may be available using the `set_option diagnostics true` command.
Main.lean:69:11: error: (deterministic) timeout at `«synthesize pending MVars»`, maximum number of heartbeats (200000) has been reached

Note: Use `set_option maxHeartbeats <num>` to set the limit.

Hint: Additional diagnostic information may be available using the `set_option diagnostics true` command.
```

The repair, with which the file compiles:

```diff
@@ -61,5 +61,5 @@
     generalize s (.inr (σ a)) = y
     fin_cases α <;> fin_cases x <;> fin_cases y <;> dsimp [pauli, singlet] <;>
-      push_cast <;> ring
+      push_cast <;> first | ring1 | (dsimp; ring1)
   cases k with
   | inl a => exact key a
@@ -67,6 +67,6 @@
     have h := key (σ.symm b)
     rw [σ.apply_symm_apply] at h
-    change spin α (.inl (σ.symm b)) _ = _
-    rw [h, neg_neg]
+    have e : partner σ (.inr b) = .inl (σ.symm b) := rfl
+    rw [e, h, neg_neg]
 
 end
```

What went wrong. There are two separate faults. The unsolved goals are the z-component cases with opposite spins. There `dsimp [pauli, singlet]` left matrix entries such as `!![1, 0; 0, -1] 1 1` unevaluated, and `ring` treats these as unknowns, so it cannot use their values 1 and −1. In the repair, a second `dsimp` evaluates them where needed. `ring1` replaces `ring` because it fails when it does not close the goal, which lets `first` go on to the second alternative; `ring` can fall back to `ring_nf` and leave a goal open without failing.

The timeouts are at the `change` for B-sites. Its pattern leaves the state and the right-hand side as holes, and the type of the sites to be inferred, and Lean ran out of heartbeats processing it. The messages do not show which step was costly. The repair states only the equality of sites that is needed, `partner σ (.inr b) = .inl (σ.symm b)`, which `rfl` proves, and rewrites with it. `h` and `neg_neg` then finish as intended.
